# Under Newton's equations, the energy moment of finitely many atoms changes at the rate of the many-body heat current

## Site energies, forces and the current

Finitely many atoms, labelled by $i$ and $j$, have masses $m_i$, positions $r_i$ and velocities $v_i=\dot r_i$. A many-body potential is given as site energies $U_i(r)$, each a differentiable function of all positions. Write $\nabla_j U_i$ for the gradient in the position of atom $j$, with the other atoms held fixed. The force comes from the total potential energy, and the kinetic energy of an atom is counted at its own site:

$$m_j\dot v_j=F_j=-\nabla_j\sum_i U_i,\qquad E_i=\tfrac12 m_i\|v_i\|^2+U_i .$$

The heat current is

$$J=\sum_i E_i v_i+\sum_{i,j}\langle\nabla_j U_i,v_j\rangle\,(r_i-r_j).$$

It is not divided by a volume. The claim is that $J$ is the time derivative of the energy moment $\sum_i E_i r_i$. In molecular dynamics, a current of this form enters Green–Kubo estimates of thermal conductivity; the result here concerns a finite system without periodic boundaries.

## From the power balance to the current

Let $W_{ij}=\langle\nabla_j U_i,v_j\rangle$. The chain rule gives $\dot U_i=\sum_j W_{ij}$. Since $F_i=-\sum_j\nabla_i U_j$, Newton's law gives

$$\frac{d}{dt}\,\tfrac12 m_i\|v_i\|^2=\langle v_i,m_i\dot v_i\rangle=\langle v_i,F_i\rangle=-\sum_j W_{ji}.$$

Adding the two, $\dot E_i=\sum_j(W_{ij}-W_{ji})$. Summed over $i$ this vanishes, so the total energy is conserved. The product rule then gives

$$\frac{d}{dt}\sum_i E_i r_i=\sum_i E_i v_i+\sum_{i,j}W_{ij}r_i-\sum_{i,j}W_{ji}r_i .$$

Exchanging the labels in the last sum turns it into $\sum_{i,j}W_{ij}r_j$, and the right-hand side is $J$.

Now let $U'_i$ be another partition with the same total, $\sum_i U'_i=\sum_i U_i$. The forces agree, so the same trajectory solves both problems. The kinetic terms cancel in $E'_i-E_i$, and subtracting the two moment identities gives

$$J'-J=\frac{d}{dt}\sum_i(U'_i-U_i)\,r_i .$$

## One atom, a dimer and an unaccounted force

For a single atom the relative position is zero and $J=Ev$, even in an external field.

For a dimer on a line with unit masses, take $U_0=(r_0-r_1)^2/4$, $U_1=0$ and $r_0=-r_1=\cos t$. The moment is $\cos^3 t$. The convective part of $J$ is $-\cos^2 t\,\sin t$ and the work part is $-2\cos^2 t\,\sin t$; together they give the derivative $-3\cos^2 t\,\sin t$.

If a force acts that does not come from the site energies, the identity can fail. Let one atom of unit mass with $U=0$ move as $r=t^2/2$, driven by a force that $U$ does not contain. Then $Er=t^4/4$ has derivative $t^3$, while $J=Ev=t^3/2$.

## The statement in Lean

The atoms form a finite type `ι`, and positions lie in a complete real inner product space `V`, so the spatial dimension is free. `atomGrad (U i) j x` is $\nabla_j U_i$, and `IsNewtonTrajectory` holds the equations of motion for all real times. In `energy_moment_hasDerivAt`, `HasDerivAt` includes the differentiability of the moment.

Neither positive masses nor translation invariance is assumed. Differentiability is required at every configuration, which excludes potentials that diverge when atoms coincide, such as Lennard-Jones.

```lean
import Mathlib

open scoped InnerProductSpace

namespace ManyBodyHeatCurrent

noncomputable section

variable {ι V : Type*} [Fintype ι] [DecidableEq ι]
  [NormedAddCommGroup V] [InnerProductSpace ℝ V] [CompleteSpace V]

/-- Gradient of an energy `u` with respect to the position of atom `j`, all other atoms
being held fixed. -/
def atomGrad (u : (ι → V) → ℝ) (j : ι) (x : ι → V) : V :=
  gradient (fun y => u (Function.update x j y)) (x j)

/-- Force on atom `j`: minus the gradient of the total potential energy `∑ i, U i`. -/
def force (U : ι → (ι → V) → ℝ) (j : ι) (x : ι → V) : V :=
  -atomGrad (fun y => ∑ i, U i y) j x

/-- Energy of site `i`: the kinetic energy of the atom plus its site potential energy. -/
def siteEnergy (m : ι → ℝ) (U : ι → (ι → V) → ℝ) (i : ι) (x w : ι → V) : ℝ :=
  m i * ‖w i‖ ^ 2 / 2 + U i x

/-- The many-body heat current at positions `x` and velocities `w`: a convective part and
a part from the work exchanged between sites. -/
def heatCurrent (m : ι → ℝ) (U : ι → (ι → V) → ℝ) (x w : ι → V) : V :=
  ∑ i, siteEnergy m U i x w • w i
    + ∑ i, ∑ j, ⟪atomGrad (U i) j x, w j⟫_ℝ • (x i - x j)

/-- Positions `r` and velocities `v` obey Newton's equations for the masses `m` and the
site energies `U`. -/
structure IsNewtonTrajectory (m : ι → ℝ) (U : ι → (ι → V) → ℝ) (r v : ℝ → ι → V) :
    Prop where
  vel : ∀ t i, HasDerivAt (fun s => r s i) (v t i) t
  newton : ∀ t i, DifferentiableAt ℝ (fun s => v s i) t ∧
    m i • deriv (fun s => v s i) t = force U i (r t)

/-- The gradient on atom `j` gives the first-order energy change when only atom `j` is
displaced. -/
theorem inner_atomGrad {u : (ι → V) → ℝ} (hu : Differentiable ℝ u) (j : ι) (x : ι → V)
    (w : V) : ⟪atomGrad u j x, w⟫_ℝ = fderiv ℝ u x (Pi.single j w) := by
  have h0 : HasFDerivAt u (fderiv ℝ u x) (Function.update x j (x j)) := by
    rw [Function.update_eq_self]
    exact (hu x).hasFDerivAt
  have h1 : HasFDerivAt (fun y => u (Function.update x j y))
      ((fderiv ℝ u x).comp
        (ContinuousLinearMap.pi (Pi.single j (ContinuousLinearMap.id ℝ V)))) (x j) :=
    h0.comp (x j) (hasFDerivAt_update x (x j))
  unfold atomGrad gradient
  rw [InnerProductSpace.toDual_symm_apply, h1.fderiv, ContinuousLinearMap.comp_apply]
  congr 1
  funext k
  rcases eq_or_ne k j with rfl | hk
  · simp
  · simp [hk]

/-- Many-body chain rule: the first-order energy change under a joint displacement is the
sum of the contributions of the single atoms. -/
theorem fderiv_eq_sum_atomGrad {u : (ι → V) → ℝ} (hu : Differentiable ℝ u)
    (x w : ι → V) : fderiv ℝ u x w = ∑ j, ⟪atomGrad u j x, w j⟫_ℝ := by
  rw [Finset.sum_congr rfl (fun j _ => inner_atomGrad hu j x (w j)), ← map_sum,
    Finset.univ_sum_single]

/-- The force on an atom collects the gradients of all site energies. -/
theorem force_eq_neg_sum {U : ι → (ι → V) → ℝ} (hU : ∀ i, Differentiable ℝ (U i))
    (j : ι) (x : ι → V) : force U j x = -∑ i, atomGrad (U i) j x := by
  unfold force
  congr 1
  refine ext_inner_right ℝ fun w => ?_
  have hs : fderiv ℝ (fun y => ∑ i, U i y) x = ∑ i, fderiv ℝ (U i) x :=
    (HasFDerivAt.fun_sum fun i _ => (hU i x).hasFDerivAt).fderiv
  rw [inner_atomGrad (Differentiable.fun_sum fun i _ => hU i), sum_inner,
    Finset.sum_congr rfl (fun i _ => inner_atomGrad (hU i) j x w), hs,
    sum_apply]

variable {m : ι → ℝ} {U : ι → (ι → V) → ℝ} {r v : ℝ → ι → V}

/-- Power balance of one site: along a Newtonian trajectory, the time derivative of its energy is
the difference of two rates of work, summed over all atoms `j`. -/
theorem siteEnergy_hasDerivAt (hU : ∀ i, Differentiable ℝ (U i))
    (h : IsNewtonTrajectory m U r v) (t : ℝ) (i : ι) :
    HasDerivAt (fun s => siteEnergy m U i (r s) (v s))
      (∑ j, (⟪atomGrad (U i) j (r t), v t j⟫_ℝ - ⟪atomGrad (U j) i (r t), v t i⟫_ℝ)) t := by
  have hr : HasDerivAt r (v t) t := hasDerivAt_pi.2 (h.vel t)
  have hP : HasDerivAt (fun s => U i (r s)) (fderiv ℝ (U i) (r t) (v t)) t :=
    (hU i (r t)).hasFDerivAt.comp_hasDerivAt t hr
  obtain ⟨hd, hN⟩ := h.newton t i
  have hK := ((hd.hasDerivAt.norm_sq).const_mul (m i)).div_const 2
  -- Newton's law turns the kinetic power into the work of the total force
  have hp : m i * ⟪v t i, deriv (fun s => v s i) t⟫_ℝ
      = -∑ j, ⟪atomGrad (U j) i (r t), v t i⟫_ℝ := by
    rw [← real_inner_smul_right, hN, force_eq_neg_sum hU, real_inner_comm,
      inner_neg_left, sum_inner]
  change HasDerivAt (fun s => m i * ‖v s i‖ ^ 2 / 2 + U i (r s)) _ t
  refine (hK.fun_add hP).congr_deriv ?_
  rw [fderiv_eq_sum_atomGrad (hU i), Finset.sum_sub_distrib]
  linear_combination hp

/-- Along a Newtonian trajectory the sum of all site energies is the same at any two times. -/
theorem total_energy_conserved (hU : ∀ i, Differentiable ℝ (U i))
    (h : IsNewtonTrajectory m U r v) (s t : ℝ) :
    ∑ i, siteEnergy m U i (r s) (v s) = ∑ i, siteEnergy m U i (r t) (v t) := by
  have hd : ∀ t, HasDerivAt (fun s => ∑ i, siteEnergy m U i (r s) (v s)) 0 t := by
    intro t
    refine (HasDerivAt.fun_sum fun i _ => siteEnergy_hasDerivAt hU h t i).congr_deriv ?_
    simp only [Finset.sum_sub_distrib]
    exact sub_eq_zero.2 Finset.sum_comm
  exact is_const_of_deriv_eq_zero (fun t => (hd t).differentiableAt)
    (fun t => (hd t).deriv) s t

/-- Along a Newtonian trajectory the time derivative of the energy moment `∑ E_i r_i` is
the many-body heat current. -/
theorem energy_moment_hasDerivAt (hU : ∀ i, Differentiable ℝ (U i))
    (h : IsNewtonTrajectory m U r v) (t : ℝ) :
    HasDerivAt (fun s => ∑ i, siteEnergy m U i (r s) (v s) • r s i)
      (heatCurrent m U (r t) (v t)) t := by
  have h1 := fun i => (siteEnergy_hasDerivAt hU h t i).fun_smul (h.vel t i)
  refine (HasDerivAt.fun_sum fun i _ => h1 i).congr_deriv ?_
  unfold heatCurrent
  rw [Finset.sum_add_distrib]
  congr 1
  -- exchanging the two atom labels produces the relative positions
  simp only [Finset.sum_smul, sub_smul, smul_sub, Finset.sum_sub_distrib]
  congr 1
  exact Finset.sum_comm

/-- Two partitions of the same total potential energy into site energies give heat currents
that differ by the time derivative of `∑ (U'_i - U_i) r_i`. -/
theorem heatCurrent_repartition {U' : ι → (ι → V) → ℝ}
    (hU : ∀ i, Differentiable ℝ (U i)) (hU' : ∀ i, Differentiable ℝ (U' i))
    (hs : ∀ x, ∑ i, U' i x = ∑ i, U i x) (h : IsNewtonTrajectory m U r v) (t : ℝ) :
    HasDerivAt (fun s => ∑ i, (U' i (r s) - U i (r s)) • r s i)
      (heatCurrent m U' (r t) (v t) - heatCurrent m U (r t) (v t)) t := by
  -- equal total energies give equal forces, hence the same trajectory
  have hF : force U' = force U := by
    funext j x
    unfold force
    rw [show (fun y => ∑ i, U' i y) = fun y => ∑ i, U i y from funext hs]
  have h' : IsNewtonTrajectory m U' r v :=
    ⟨h.vel, fun t i => by rw [hF]; exact h.newton t i⟩
  have e : (fun s => ∑ i, (U' i (r s) - U i (r s)) • r s i) = fun s =>
      ∑ i, siteEnergy m U' i (r s) (v s) • r s i
        - ∑ i, siteEnergy m U i (r s) (v s) • r s i := by
    funext s
    rw [← Finset.sum_sub_distrib]
    refine Finset.sum_congr rfl fun i _ => ?_
    rw [← sub_smul]
    congr 1
    unfold siteEnergy
    ring
  rw [e]
  exact (energy_moment_hasDerivAt hU' h' t).fun_sub (energy_moment_hasDerivAt hU h t)

/-- Site energies of a harmonic dimer on a line, the bond energy being assigned to the
first atom. -/
def dimerEnergy : Fin 2 → (Fin 2 → ℝ) → ℝ :=
  ![fun x => (x 0 - x 1) ^ 2 / 4, fun _ => 0]

/-- Positions of the two dimer atoms, oscillating in opposite directions. -/
def dimerPath (t : ℝ) : Fin 2 → ℝ := ![Real.cos t, -Real.cos t]

/-- Velocities of the two dimer atoms. -/
def dimerVel (t : ℝ) : Fin 2 → ℝ := ![-Real.sin t, Real.sin t]

/-- The oscillating dimer with unit masses has differentiable site energies and obeys
Newton's equations. -/
theorem dimer_witness : (∀ i, Differentiable ℝ (dimerEnergy i)) ∧
    IsNewtonTrajectory (fun _ => 1) dimerEnergy dimerPath dimerVel := by
  have f0 : ∀ x, force dimerEnergy 0 x = -((x 0 - x 1) / 2) := by
    intro x
    have h : HasDerivAt (fun y : ℝ => ∑ i, dimerEnergy i (Function.update x 0 y))
        ((x 0 - x 1) / 2) (x 0) := by
      have e : (fun y : ℝ => ∑ i, dimerEnergy i (Function.update x 0 y))
          = fun y => (y - x 1) * (y - x 1) / 4 := by
        funext y
        simp [dimerEnergy, Fin.sum_univ_two]
        ring
      have d := (hasDerivAt_id' (x 0)).sub_const (x 1)
      rw [e]
      exact ((d.fun_mul d).div_const 4).congr_deriv (by ring)
    exact congrArg Neg.neg h.hasGradientAt'.gradient
  have f1 : ∀ x, force dimerEnergy 1 x = -(-((x 0 - x 1) / 2)) := by
    intro x
    have h : HasDerivAt (fun y : ℝ => ∑ i, dimerEnergy i (Function.update x 1 y))
        (-((x 0 - x 1) / 2)) (x 1) := by
      have e : (fun y : ℝ => ∑ i, dimerEnergy i (Function.update x 1 y))
          = fun y => (x 0 - y) * (x 0 - y) / 4 := by
        funext y
        simp [dimerEnergy, Fin.sum_univ_two]
        ring
      have d := (hasDerivAt_id' (x 1)).const_sub (x 0)
      rw [e]
      exact ((d.fun_mul d).div_const 4).congr_deriv (by ring)
    exact congrArg Neg.neg h.hasGradientAt'.gradient
  refine ⟨Fin.forall_fin_two.2 ⟨?_, ?_⟩, ⟨fun t => Fin.forall_fin_two.2 ⟨?_, ?_⟩,
    fun t => Fin.forall_fin_two.2 ⟨?_, ?_⟩⟩⟩
  · change Differentiable ℝ (fun x : Fin 2 → ℝ => (x 0 - x 1) ^ 2 / 4)
    fun_prop
  · change Differentiable ℝ (fun _ : Fin 2 → ℝ => (0 : ℝ))
    fun_prop
  · exact Real.hasDerivAt_cos t
  · exact (Real.hasDerivAt_cos t).fun_neg.congr_deriv (neg_neg _)
  · have hv : HasDerivAt (fun s => dimerVel s 0) (-Real.cos t) t :=
      (Real.hasDerivAt_sin t).fun_neg
    refine ⟨hv.differentiableAt, ?_⟩
    rw [hv.deriv, f0]
    change (1 : ℝ) * (-Real.cos t) = -((Real.cos t - -Real.cos t) / 2)
    ring
  · have hv : HasDerivAt (fun s => dimerVel s 1) (Real.cos t) t := Real.hasDerivAt_sin t
    refine ⟨hv.differentiableAt, ?_⟩
    rw [hv.deriv, f1]
    change (1 : ℝ) * Real.cos t = -(-((Real.cos t - -Real.cos t) / 2))
    ring

end

end ManyBodyHeatCurrent
```

```lean
#print axioms ManyBodyHeatCurrent.total_energy_conserved
-- 'ManyBodyHeatCurrent.total_energy_conserved' depends on axioms: [propext, Classical.choice, Quot.sound]
#print axioms ManyBodyHeatCurrent.energy_moment_hasDerivAt
-- 'ManyBodyHeatCurrent.energy_moment_hasDerivAt' depends on axioms: [propext, Classical.choice, Quot.sound]
#print axioms ManyBodyHeatCurrent.heatCurrent_repartition
-- 'ManyBodyHeatCurrent.heatCurrent_repartition' depends on axioms: [propext, Classical.choice, Quot.sound]
```

## How the proof follows the derivation

`inner_atomGrad` identifies $\langle\nabla_j u,w\rangle$ with the full derivative of $u$ along a displacement of atom $j$ alone. Splitting a joint displacement into such single-atom ones gives the chain rule, `fderiv_eq_sum_atomGrad`. `force_eq_neg_sum` obtains $F_j=-\sum_i\nabla_j U_i$ by comparing inner products with an arbitrary vector.

In `siteEnergy_hasDerivAt`, `hP` is the potential power, `hK` differentiates the kinetic energy, and `hp` inserts Newton's law; `fun_add` adds the two derivatives, and `linear_combination hp` shows that their sum is the stated one. `total_energy_conserved` cancels the double sums with `Finset.sum_comm` and concludes from the zero derivative that the energy is constant.

`energy_moment_hasDerivAt` applies the product rule through `fun_smul`, and `Finset.sum_comm` makes the exchange of labels. In `heatCurrent_repartition`, `hF` states the equality of forces, `h'` transfers the trajectory, and `e` cancels the kinetic terms.

`dimer_witness` shows that the dimer above satisfies the hypotheses: `f0` and `f1` compute the two forces, and the remaining goals check differentiability and the equations of motion.
